# Simple shear in three dimensions preserves volume, while its Eulerian strain has trace −γ²/2

A simple shear by a real amount γ has the 3 × 3 deformation gradient F with ones on the diagonal and γ as its only other nonzero entry, in the first row and second column. The theorem `simple_shear` states that det F = 1, so volume is preserved, and that the Eulerian finite strain e = (I − (F Fᵀ)⁻¹)/2 has trace −γ²/2. The trace is therefore nonzero whenever γ is, although the volume does not change. The attempt computes the determinant directly, then writes out the inverse of F Fᵀ as an explicit matrix, to be checked by multiplication, and puts it into the general trace formula `trace_eulerStrain`.

This version doesn't compile in Lean 4 with Mathlib:

```lean
import Mathlib

open Matrix

namespace EulerianFiniteStrain

noncomputable section

variable {d : ℕ}

/-- The Eulerian finite strain tensor `e = (I - (F Fᵀ)⁻¹) / 2` of a deformation gradient `F`. -/
def eulerStrain (F : Matrix (Fin d) (Fin d) ℝ) : Matrix (Fin d) (Fin d) ℝ :=
  (1 / 2 : ℝ) • (1 - (F * Fᵀ)⁻¹)

/-- The trace of the Eulerian strain is `(d - tr (F Fᵀ)⁻¹) / 2`. -/
theorem trace_eulerStrain (F : Matrix (Fin d) (Fin d) ℝ) :
    (eulerStrain F).trace = (d - ((F * Fᵀ)⁻¹).trace) / 2 := by
  rw [eulerStrain, trace_smul, trace_sub, trace_one, Fintype.card_fin, smul_eq_mul]
  ring

/-- Simple shear by `γ` preserves volume, and its Eulerian strain has trace `-γ² / 2`. -/
theorem simple_shear (γ : ℝ) :
    (!![1, γ, 0; 0, 1, 0; 0, 0, 1] : Matrix (Fin 3) (Fin 3) ℝ).det = 1 ∧
    (eulerStrain !![1, γ, 0; 0, 1, 0; 0, 0, 1]).trace = -γ ^ 2 / 2 := by
  constructor
  · simp [det_fin_three]
  · have h : ((!![1, γ, 0; 0, 1, 0; 0, 0, 1] : Matrix (Fin 3) (Fin 3) ℝ) *
        (!![1, γ, 0; 0, 1, 0; 0, 0, 1] : Matrix (Fin 3) (Fin 3) ℝ)ᵀ)⁻¹
        = !![1, -γ, 0; -γ, 1 + γ ^ 2, 0; 0, 0, 1] := by
      apply inv_eq_right_inv
      ext i j
      fin_cases i <;> fin_cases j <;>
        simp [Matrix.mul_apply, Fin.sum_univ_succ] <;> ring
    rw [trace_eulerStrain, h, trace_fin_three]
    simp
    ring

end

end EulerianFiniteStrain
```

The compiler's answer:

```
Try this:
  [apply] ring_nf
  
  The `ring` tactic failed to close the goal. Use `ring_nf` to obtain a normal form.
    
  Note that `ring` works primarily in *commutative* rings. If you have a noncommutative ring, abelian group or module, consider using `noncomm_ring`, `abel` or `module` instead.
Try this:
  [apply] ring_nf
  
  The `ring` tactic failed to close the goal. Use `ring_nf` to obtain a normal form.
    
  Note that `ring` works primarily in *commutative* rings. If you have a noncommutative ring, abelian group or module, consider using `noncomm_ring`, `abel` or `module` instead.
Try this:
  [apply] ring_nf
  
  The `ring` tactic failed to close the goal. Use `ring_nf` to obtain a normal form.
    
  Note that `ring` works primarily in *commutative* rings. If you have a noncommutative ring, abelian group or module, consider using `noncomm_ring`, `abel` or `module` instead.
Try this:
  [apply] ring_nf
  
  The `ring` tactic failed to close the goal. Use `ring_nf` to obtain a normal form.
    
  Note that `ring` works primarily in *commutative* rings. If you have a noncommutative ring, abelian group or module, consider using `noncomm_ring`, `abel` or `module` instead.
Try this:
  [apply] ring_nf
  
  The `ring` tactic failed to close the goal. Use `ring_nf` to obtain a normal form.
    
  Note that `ring` works primarily in *commutative* rings. If you have a noncommutative ring, abelian group or module, consider using `noncomm_ring`, `abel` or `module` instead.
Try this:
  [apply] ring_nf
  
  The `ring` tactic failed to close the goal. Use `ring_nf` to obtain a normal form.
    
  Note that `ring` works primarily in *commutative* rings. If you have a noncommutative ring, abelian group or module, consider using `noncomm_ring`, `abel` or `module` instead.
Try this:
  [apply] ring_nf
  
  The `ring` tactic failed to close the goal. Use `ring_nf` to obtain a normal form.
    
  Note that `ring` works primarily in *commutative* rings. If you have a noncommutative ring, abelian group or module, consider using `noncomm_ring`, `abel` or `module` instead.
Try this:
  [apply] ring_nf
  
  The `ring` tactic failed to close the goal. Use `ring_nf` to obtain a normal form.
    
  Note that `ring` works primarily in *commutative* rings. If you have a noncommutative ring, abelian group or module, consider using `noncomm_ring`, `abel` or `module` instead.
Try this:
  [apply] ring_nf
  
  The `ring` tactic failed to close the goal. Use `ring_nf` to obtain a normal form.
    
  Note that `ring` works primarily in *commutative* rings. If you have a noncommutative ring, abelian group or module, consider using `noncomm_ring`, `abel` or `module` instead.
Main.lean:29:53: error: unsolved goals
case «0».«0»
γ : ℝ
⊢ (![1, γ, 0] ᵥ* !![1, γ, 0; 0, 1, 0; 0, 0, 1]ᵀ) 0 - (![1, γ, 0] ᵥ* !![1, γ, 0; 0, 1, 0; 0, 0, 1]ᵀ) 1 * γ = 1

case «0».«1»
γ : ℝ
⊢ -((![1, γ, 0] ᵥ* !![1, γ, 0; 0, 1, 0; 0, 0, 1]ᵀ) 0 * γ) + γ ^ 2 * (![1, γ, 0] ᵥ* !![1, γ, 0; 0, 1, 0; 0, 0, 1]ᵀ) 1 +
      (![1, γ, 0] ᵥ* !![1, γ, 0; 0, 1, 0; 0, 0, 1]ᵀ) 1 =
    0

case «0».«2»
γ : ℝ
⊢ (![1, γ, 0] ᵥ* !![1, γ, 0; 0, 1, 0; 0, 0, 1]ᵀ) 2 = 0

case «1».«0»
γ : ℝ
⊢ (![0, 1, 0] ᵥ* !![1, γ, 0; 0, 1, 0; 0, 0, 1]ᵀ) 0 - (![0, 1, 0] ᵥ* !![1, γ, 0; 0, 1, 0; 0, 0, 1]ᵀ) 1 * γ = 0

case «1».«1»
γ : ℝ
⊢ -((![0, 1, 0] ᵥ* !![1, γ, 0; 0, 1, 0; 0, 0, 1]ᵀ) 0 * γ) + γ ^ 2 * (![0, 1, 0] ᵥ* !![1, γ, 0; 0, 1, 0; 0, 0, 1]ᵀ) 1 +
      (![0, 1, 0] ᵥ* !![1, γ, 0; 0, 1, 0; 0, 0, 1]ᵀ) 1 =
    1

case «1».«2»
γ : ℝ
⊢ (![0, 1, 0] ᵥ* !![1, γ, 0; 0, 1, 0; 0, 0, 1]ᵀ) 2 = 0

case «2».«0»
γ : ℝ
⊢ (![0, 0, 1] ᵥ* !![1, γ, 0; 0, 1, 0; 0, 0, 1]ᵀ) 0 - (![0, 0, 1] ᵥ* !![1, γ, 0; 0, 1, 0; 0, 0, 1]ᵀ) 1 * γ = 0

case «2».«1»
γ : ℝ
⊢ -((![0, 0, 1] ᵥ* !![1, γ, 0; 0, 1, 0; 0, 0, 1]ᵀ) 0 * γ) + γ ^ 2 * (![0, 0, 1] ᵥ* !![1, γ, 0; 0, 1, 0; 0, 0, 1]ᵀ) 1 +
      (![0, 0, 1] ᵥ* !![1, γ, 0; 0, 1, 0; 0, 0, 1]ᵀ) 1 =
    0

case «2».«2»
γ : ℝ
⊢ (![0, 0, 1] ᵥ* !![1, γ, 0; 0, 1, 0; 0, 0, 1]ᵀ) 2 = 1
```

What went wrong. The error lies in `h`, the claim about the inverse. `inv_eq_right_inv` reduces it to showing that F Fᵀ times the proposed inverse is the identity, which is then checked entry by entry. In all nine entries `simp` stops at terms such as `(![1, γ, 0] ᵥ* !![1, γ, 0; 0, 1, 0; 0, 0, 1]ᵀ) 0`, a row of F multiplied by Fᵀ. It has not turned the transpose into an explicit matrix, so the row product stays unevaluated. `ring` treats such terms as unknowns and cannot prove the equations; the nine "Try this" messages report this, and the error lists the goals left over.

The repair adds `hT`, which gives Fᵀ as the explicit matrix `!![1, 0, 0; γ, 1, 0; 0, 0, 1]` and is proved entry by entry with `rfl`. `rw [hT]` puts this matrix into the goal before the entries are split. The row products can then be computed, and the existing `simp` and `ring` steps finish the check. The claimed inverse was right all along and is unchanged.

After these edits no error is left:

```diff
@@ -25,8 +25,13 @@
   constructor
   · simp [det_fin_three]
-  · have h : ((!![1, γ, 0; 0, 1, 0; 0, 0, 1] : Matrix (Fin 3) (Fin 3) ℝ) *
+  · have hT : (!![1, γ, 0; 0, 1, 0; 0, 0, 1] : Matrix (Fin 3) (Fin 3) ℝ)ᵀ
+        = !![1, 0, 0; γ, 1, 0; 0, 0, 1] := by
+      ext i j
+      fin_cases i <;> fin_cases j <;> rfl
+    have h : ((!![1, γ, 0; 0, 1, 0; 0, 0, 1] : Matrix (Fin 3) (Fin 3) ℝ) *
         (!![1, γ, 0; 0, 1, 0; 0, 0, 1] : Matrix (Fin 3) (Fin 3) ℝ)ᵀ)⁻¹
         = !![1, -γ, 0; -γ, 1 + γ ^ 2, 0; 0, 0, 1] := by
       apply inv_eq_right_inv
+      rw [hT]
       ext i j
       fin_cases i <;> fin_cases j <;>
```
